# The smallest overlap eigenvalue of two concentric s Gaussians vanishes quadratically in the logarithm of their exponent ratio

For an exponent $a>0$, the normalised s Gaussian centred at the origin of three-dimensional space is
$$g_a(\mathbf r)=\left(\frac{2a}{\pi}\right)^{3/4}e^{-a|\mathbf r|^2}.$$
The overlap of two such functions is $\langle g_a|g_c\rangle=\int g_a(\mathbf r)\,g_c(\mathbf r)\,d^3r$; the functions are real, so no complex conjugate appears. The second exponent is written $c=ab$, where $b>0$ is a dimensionless ratio, and $\log$ is the natural logarithm. We set
$$S(b)=\left(\frac{2\sqrt b}{1+b}\right)^{3/2},\qquad L=\log b,\qquad q=\tfrac{3}{16}L^2 .$$

The claim is that the overlap matrix of $g_a$ and $g_{ab}$ has smallest eigenvalue $1-S(b)$, which is positive for $b\neq1$, and that $(1-S(b))/L^2\to 3/16$ as $b\to1$. For this two-function, one-centre basis, the result says how fast the basis used in an electronic-structure calculation becomes linearly dependent as its exponents approach each other.

## From the Gaussian integral to the constant 3/16

**Overlap.** The product of the two exponentials is $e^{-(a+c)|\mathbf r|^2}$, whose integral is $(\pi/(a+c))^{3/2}$. The prefactors combine to
$$\left(\frac{4ac}{\pi^2}\right)^{3/4}=\left(\frac{2\sqrt{ac}}{\pi}\right)^{3/2},
\qquad\text{so}\qquad
\langle g_a|g_c\rangle=\left(\frac{2\sqrt{ac}}{a+c}\right)^{3/2}.$$
For $c=a$ this is 1. For $c=ab$ a factor $a$ cancels between numerator and denominator, which leaves $S(b)$.

**Eigenvalue.** With $S=S(b)$, the overlap matrix is
$$M=\begin{pmatrix}1&S\\S&1\end{pmatrix}.$$
The normalised vector $(1,-1)/\sqrt2$ has eigenvalue $1-S$. Now let $v=(v_0,v_1)\neq0$ be any eigenvector, with eigenvalue $\mu$:
$$v_0+Sv_1=\mu v_0,\qquad Sv_0+v_1=\mu v_1 .$$
Multiply the first equation by $v_0$ and the second by $v_1$, add them, and subtract $(1-S)(v_0^2+v_1^2)$:
$$\bigl(\mu-(1-S)\bigr)(v_0^2+v_1^2)=S\,(v_0+v_1)^2\ge0 .$$
Hence $\mu\ge1-S$.

**Logarithmic variable.** Since $\sqrt b=e^{L/2}$,
$$\frac{1+b}{2\sqrt b}=\frac{e^{-L/2}+e^{L/2}}2=\cosh\frac L2,
\qquad S(b)=\left(\cosh\frac L2\right)^{-3/2}.$$

**Bounds.** From $\cosh x=1+2\sinh^2(x/2)$ and $|\sinh y|\ge|y|$ we get $\cosh x\ge1+x^2/2$. With $x=L/2$ and Bernoulli's inequality $(1+t)^{3/2}\ge1+\tfrac32t$ for $t\ge0$,
$$\left(\cosh\frac L2\right)^{3/2}\ge\left(1+\frac{L^2}8\right)^{3/2}\ge1+q .$$
In the other direction, $(2n)!\ge2^n n!$ lets us compare the power series term by term, which gives $\cosh x\le e^{x^2/2}$. Therefore $(\cosh(L/2))^{3/2}\le e^{3L^2/16}=e^q$. Taking reciprocals and using $e^{-q}\ge1-q$,
$$\frac q{1+q}\le1-S(b)\le q .$$

**Limit.** If $b\ne1$, then $q>0$ and the lower bound makes $1-S(b)$ positive. Dividing by $L^2$ gives
$$\frac{3/16}{1+q}\le\frac{1-S(b)}{L^2}\le\frac3{16},$$
and $q\to0$ as $b\to1$, so the quotient tends to $3/16$.

## The small eigenvalue in an orthogonalised basis

Hartree–Fock programs commonly turn their Gaussian basis into an orthonormal one. In canonical orthogonalisation the program diagonalises the overlap matrix and divides each normalised eigenvector by the square root of its eigenvalue. For our pair, the difference of the two Gaussians becomes the orbital
$$\frac{g_a-g_{ab}}{\sqrt{2(1-S(b))}} .$$
At $b=2$ we have $1-S\approx0.0845$, and the coefficients are about $\pm2.4$. At $b=1.01$ we have $1-S\approx1.86\times10^{-5}$, and they are about $\pm164$: the orbital is a small difference of two nearly equal functions, scaled up to unit norm. Errors in the matrix elements of the Hamiltonian that don't cancel in the difference are scaled up with it. Many programs therefore discard eigenvectors whose eigenvalue lies below a threshold. With a threshold of $10^{-6}$, this pair loses a function when $|\log b|$ is below about $0.0023$, that is, when the exponents differ by less than about 0.23 per cent.

## Orbitals, overlap matrix and eigenvalues in Lean

The orbital is a function on `EuclideanSpace ℝ (Fin 3)`, so `‖r‖` is the ordinary distance from the origin.

```lean
import Mathlib

open MeasureTheory Filter Matrix
open scoped Real Topology

namespace GaussianNearDependence

noncomputable section

/-- The normalised s Gaussian with exponent `a > 0` in three-dimensional space. -/
def sGaussian (a : ℝ) (r : EuclideanSpace ℝ (Fin 3)) : ℝ :=
  (2 * a / π) ^ (3 / 4 : ℝ) * Real.exp (-a * ‖r‖ ^ 2)
```

The overlap is defined as the integral over all space. Its closed form is a theorem further down.

```lean
/-- The overlap integral of two concentric s Gaussians with exponents `a` and `c`. -/
def overlap (a c : ℝ) : ℝ := ∫ r, sGaussian a r * sGaussian c r
```

The function $S(b)$ is defined separately, as a formula with no reference to orbitals.

```lean
/-- The function `S(b) = (2 √b / (1 + b))^(3/2)` of an exponent ratio `b > 0`. -/
def ratioOverlap (b : ℝ) : ℝ := (2 * Real.sqrt b / (1 + b)) ^ (3 / 2 : ℝ)
```

The matrix entries are the overlap integrals themselves. Index 0 stands for exponent $a$ and index 1 for $ab$.

```lean
/-- The overlap matrix of the two s Gaussians with exponents `a` and `a b`. -/
def overlapMatrix (a b : ℝ) : Matrix (Fin 2) (Fin 2) ℝ :=
  Matrix.of fun i j => overlap (![a, a * b] i) (![a, a * b] j)
```

An eigenvalue is a real number $\mu$ with a nonzero real vector $v$ satisfying $Mv=\mu v$. The overlap matrix is real and symmetric, so restricting to real numbers loses no eigenvalue.

```lean
/-- The real eigenvalues of a real two-by-two matrix. -/
def eigenvalueSet (M : Matrix (Fin 2) (Fin 2) ℝ) : Set ℝ :=
  {μ | ∃ v : Fin 2 → ℝ, v ≠ 0 ∧ M *ᵥ v = μ • v}
```

These definitions fix a model of two uncontracted s functions on one centre. Displaced centres, higher angular momenta and larger sets lead to other matrices.

## The overlap integral evaluated

In the next proof, `h` merges the two exponentials and `hn` merges the normalisation constants. The Gaussian integral comes from Mathlib in a form valid in any finite dimension, and `finrank_euclideanSpace_fin` sets that dimension to 3.

```lean
/-- Two normalised s Gaussians with exponents `a, c > 0` have overlap
`(2 √(a c) / (a + c))^(3/2)`. -/
theorem overlap_eq {a c : ℝ} (ha : 0 < a) (hc : 0 < c) :
    overlap a c = (2 * Real.sqrt (a * c) / (a + c)) ^ (3 / 2 : ℝ) := by
  -- the product of two concentric Gaussians is a Gaussian
  have h : ∀ r, sGaussian a r * sGaussian c r =
      ((2 * a / π) ^ (3 / 4 : ℝ) * (2 * c / π) ^ (3 / 4 : ℝ)) *
        Real.exp (-(a + c) * ‖r‖ ^ 2) := by
    intro r
    unfold sGaussian
    rw [show -(a + c) * ‖r‖ ^ 2 = -a * ‖r‖ ^ 2 + -c * ‖r‖ ^ 2 by ring, Real.exp_add]
    ring
  have hx : 0 ≤ 2 * Real.sqrt (a * c) / π := by positivity
  -- the two normalisation constants combine
  have hn : (2 * a / π) ^ (3 / 4 : ℝ) * (2 * c / π) ^ (3 / 4 : ℝ) =
      (2 * Real.sqrt (a * c) / π) ^ (3 / 2 : ℝ) := by
    have hsq : 2 * a / π * (2 * c / π) = (2 * Real.sqrt (a * c) / π) ^ 2 := by
      rw [div_pow, mul_pow, Real.sq_sqrt (by positivity)]
      ring
    rw [← Real.mul_rpow (by positivity) (by positivity), hsq, ← Real.rpow_natCast,
      ← Real.rpow_mul hx]
    norm_num
  unfold overlap
  simp_rw [h]
  rw [integral_const_mul, GaussianFourier.integral_rexp_neg_mul_sq_norm (by positivity),
    finrank_euclideanSpace_fin, hn, show (((3 : ℕ) : ℝ) / 2) = 3 / 2 by norm_num,
    ← Real.mul_rpow hx (by positivity)]
  congr 1
  field_simp
```

Equal exponents give unit norm.

```lean
/-- An s Gaussian with exponent `a > 0` has unit norm. -/
theorem overlap_self {a : ℝ} (ha : 0 < a) : overlap a a = 1 := by
  rw [overlap_eq ha ha, Real.sqrt_mul_self ha.le, ← two_mul,
    div_self (by positivity), Real.one_rpow]
```

Exponents $a$ and $ab$ give $S(b)$, with the common factor $a$ cancelled by `mul_div_mul_left`.

```lean
/-- For `a, b > 0` the overlap of the Gaussians with exponents `a` and `a b` is `S(b)`. -/
theorem overlap_ratio {a b : ℝ} (ha : 0 < a) (hb : 0 < b) :
    overlap a (a * b) = ratioOverlap b := by
  rw [overlap_eq ha (mul_pos ha hb), ratioOverlap, show a * (a * b) = a ^ 2 * b by ring,
    Real.sqrt_mul (by positivity), Real.sqrt_sq ha.le, show a + a * b = a * (1 + b) by ring,
    show 2 * (a * Real.sqrt b) = a * (2 * Real.sqrt b) by ring, mul_div_mul_left _ _ ha.ne']
```

## The difference of the Gaussians has the lowest eigenvalue

`IsLeast` says two things: $1-S(b)$ is an eigenvalue, and no eigenvalue is smaller. The statement includes $b=1$, where the two functions coincide and the smallest eigenvalue is 0.

The step `hM` replaces the matrix of integrals by its explicit form. The first part of the proof then supplies the unnormalised eigenvector `![1, -1]`. In the second part, `h0` and `h1` are the two component equations, and `e` is the identity with $S(v_0+v_1)^2$ on the right, obtained by the same multiplication and addition as above. An eigenvalue below $1-S$ would make the left side of `e` negative, while the right side is non-negative.

```lean
/-- For `a, b > 0` the smallest eigenvalue of the overlap matrix is `1 - S(b)`. -/
theorem isLeast_eigenvalue {a b : ℝ} (ha : 0 < a) (hb : 0 < b) :
    IsLeast (eigenvalueSet (overlapMatrix a b)) (1 - ratioOverlap b) := by
  have h10 : overlap (a * b) a = ratioOverlap b := by
    rw [← overlap_ratio ha hb]
    simp only [overlap, mul_comm]
  have hM : overlapMatrix a b = !![1, ratioOverlap b; ratioOverlap b, 1] := by
    ext i j
    fin_cases i <;> fin_cases j <;>
      simp [overlapMatrix, overlap_self ha, overlap_self (mul_pos ha hb),
        overlap_ratio ha hb, h10]
  have hS : 0 ≤ ratioOverlap b := by unfold ratioOverlap; positivity
  rw [hM]
  constructor
  · -- the difference of the two Gaussians is the eigenvector
    refine ⟨![1, -1], fun h => ?_, ?_⟩
    · have h0 := congrFun h 0
      simp at h0
    · ext i
      fin_cases i <;> simp [Matrix.mulVec, dotProduct, Fin.sum_univ_succ] <;> ring
  · rintro μ ⟨v, hv, h⟩
    have h0 : v 0 + ratioOverlap b * v 1 = μ * v 0 := by
      simpa [Matrix.mulVec, dotProduct, Fin.sum_univ_succ] using congrFun h 0
    have h1 : ratioOverlap b * v 0 + v 1 = μ * v 1 := by
      simpa [Matrix.mulVec, dotProduct, Fin.sum_univ_succ] using congrFun h 1
    have hpos : 0 < v 0 ^ 2 + v 1 ^ 2 := by
      by_contra hn
      have hn' := not_lt.1 hn
      have h00 : v 0 = 0 := (pow_eq_zero_iff two_ne_zero).1
        (by linarith [sq_nonneg (v 0), sq_nonneg (v 1)])
      have h11 : v 1 = 0 := (pow_eq_zero_iff two_ne_zero).1
        (by linarith [sq_nonneg (v 0), sq_nonneg (v 1)])
      exact hv (funext (Fin.forall_fin_two.2 ⟨h00, h11⟩))
    -- `μ - (1 - S)` times the squared norm of `v` is `S` times a square
    have e : (μ - (1 - ratioOverlap b)) * (v 0 ^ 2 + v 1 ^ 2) =
        ratioOverlap b * (v 0 + v 1) ^ 2 := by
      linear_combination -(v 0) * h0 - v 1 * h1
    by_contra hlt
    have hneg := mul_neg_of_neg_of_pos (sub_neg.2 (not_le.1 hlt)) hpos
    have hnn := mul_nonneg hS (sq_nonneg (v 0 + v 1))
    linarith
```

## Bounds at every exponent ratio

The hyperbolic form of $S(b)$ follows from `he`, which says $e^{L/2}=\sqrt b$.

```lean
/-- In terms of the logarithm of the exponent ratio `b > 0`,
`S(b) = cosh(log b / 2)^(-3/2)`. -/
theorem ratioOverlap_eq_cosh {b : ℝ} (hb : 0 < b) :
    ratioOverlap b = (Real.cosh (Real.log b / 2) ^ (3 / 2 : ℝ))⁻¹ := by
  have hs : Real.sqrt b * Real.sqrt b = b := Real.mul_self_sqrt hb.le
  have hi : Real.sqrt b * (Real.sqrt b)⁻¹ = 1 := mul_inv_cancel₀ (Real.sqrt_pos.2 hb).ne'
  have he : Real.exp (Real.log b / 2) = Real.sqrt b := by
    rw [Real.exp_half, Real.exp_log hb]
  have key : 2 * Real.sqrt b / (1 + b) = (Real.cosh (Real.log b / 2))⁻¹ := by
    apply eq_inv_of_mul_eq_one_left
    rw [Real.cosh_eq, Real.exp_neg, he, div_mul_eq_mul_div,
      div_eq_one_iff_eq (by positivity)]
    linear_combination hs + hi
  rw [ratioOverlap, key, Real.inv_rpow (Real.cosh_pos _).le]
```

The quadratic lower bound on $\cosh$ is proved through $\sinh^2(x/2)$, with separate cases for the two signs of $x/2$.

```lean
/-- The hyperbolic cosine is nowhere less than its second-order Taylor polynomial at 0. -/
theorem one_add_half_sq_le_cosh (x : ℝ) : 1 + x ^ 2 / 2 ≤ Real.cosh x := by
  have hc : Real.cosh x = 1 + 2 * Real.sinh (x / 2) ^ 2 := by
    have h := Real.cosh_two_mul (x / 2)
    rw [show 2 * (x / 2) = x by ring, Real.cosh_sq] at h
    linarith
  have hs : (x / 2) ^ 2 ≤ Real.sinh (x / 2) ^ 2 := by
    rcases le_total 0 (x / 2) with h | h
    · have := Real.self_le_sinh_iff.2 h
      nlinarith
    · have := Real.sinh_le_self_iff.2 h
      nlinarith
  rw [hc]
  linarith
```

The two-sided bound needs only $b>0$, so it also applies to widely separated exponents, although there the upper bound $q$ can exceed 1 and then says nothing useful. The first half uses Bernoulli's inequality, `one_add_mul_self_le_rpow_one_add`. The second uses Mathlib's `Real.cosh_le_exp_half_sq` and then $1-q\le e^{-q}$. In both halves `inv_anti₀` takes the reciprocals.

```lean
/-- For every exponent ratio `b > 0`, with `q = (3/16) (log b)²`, the quantity `1 - S(b)`
lies between `q / (1 + q)` and `q`. -/
theorem gap_bounds {b : ℝ} (hb : 0 < b) :
    3 / 16 * Real.log b ^ 2 / (1 + 3 / 16 * Real.log b ^ 2) ≤ 1 - ratioOverlap b ∧
      1 - ratioOverlap b ≤ 3 / 16 * Real.log b ^ 2 := by
  rw [ratioOverlap_eq_cosh hb]
  obtain ⟨q, hq⟩ : ∃ q, q = 3 / 16 * Real.log b ^ 2 := ⟨_, rfl⟩
  rw [← hq]
  have hq0 : 0 ≤ q := by rw [hq]; positivity
  have hC : 0 < Real.cosh (Real.log b / 2) := Real.cosh_pos _
  constructor
  · -- Bernoulli's inequality bounds the overlap from above
    have h1 : 1 + q ≤ Real.cosh (Real.log b / 2) ^ (3 / 2 : ℝ) := by
      calc 1 + q = 1 + 3 / 2 * (Real.log b ^ 2 / 8) := by rw [hq]; ring
        _ ≤ (1 + Real.log b ^ 2 / 8) ^ (3 / 2 : ℝ) :=
          one_add_mul_self_le_rpow_one_add
            (by linarith [sq_nonneg (Real.log b)]) (by norm_num)
        _ ≤ _ := Real.rpow_le_rpow (by positivity)
          (by linarith [one_add_half_sq_le_cosh (Real.log b / 2)]) (by norm_num)
    have h2 := inv_anti₀ (by linarith : 0 < 1 + q) h1
    have h3 : q / (1 + q) = 1 - (1 + q)⁻¹ := by
      rw [eq_sub_iff_add_eq, ← one_div, ← add_div, add_comm q 1,
        div_self (by linarith : 0 < 1 + q).ne']
    linarith
  · -- a Gaussian bound on the hyperbolic cosine bounds the overlap from below
    have h1 : Real.cosh (Real.log b / 2) ^ (3 / 2 : ℝ) ≤ Real.exp q := by
      calc _ ≤ Real.exp ((Real.log b / 2) ^ 2 / 2) ^ (3 / 2 : ℝ) :=
          Real.rpow_le_rpow hC.le (Real.cosh_le_exp_half_sq _) (by norm_num)
        _ = Real.exp q := by
          rw [← Real.exp_mul, hq]
          congr 1
          ring
    have h2 := inv_anti₀ (Real.rpow_pos_of_pos hC _) h1
    rw [← Real.exp_neg] at h2
    linarith [Real.add_one_le_exp (-q)]
```

## Positivity and the limit

The final theorem has two parts. The first holds for every positive $b\ne1$: the number $1-S(b)$ is positive and is the smallest eigenvalue of the overlap matrix. The second is the limit. The filter `𝓝[≠] 1` means that $b$ approaches 1 from both sides without being equal to 1. The exponent $a$ doesn't enter the limit, because the overlap depends on the ratio alone.

Positivity comes from the lower bound in `gap_bounds`, since $\log b\ne0$. For the limit, `hlow` shows by continuity that the lower comparison function tends to $3/16$, and `hev` records that $b>0$ and $(\log b)^2>0$ near 1, so that the bounds apply and may be divided by $(\log b)^2$. The squeeze theorem then gives the result.

```lean
/-- For `a > 0` and every ratio `b > 0`, `b ≠ 1`, the overlap matrix of the s Gaussians with
exponents `a` and `a b` has the positive smallest eigenvalue `1 - S(b)`, and
`(1 - S(b)) / (log b)²` tends to `3/16` as `b` tends to `1`. -/
theorem near_linear_dependence {a : ℝ} (ha : 0 < a) :
    (∀ b : ℝ, 0 < b → b ≠ 1 → 0 < 1 - ratioOverlap b ∧
      IsLeast (eigenvalueSet (overlapMatrix a b)) (1 - ratioOverlap b)) ∧
    Tendsto (fun b => (1 - ratioOverlap b) / Real.log b ^ 2) (𝓝[≠] 1) (𝓝 (3 / 16)) := by
  constructor
  · intro b hb hb1
    have hL : Real.log b ≠ 0 := Real.log_ne_zero_of_pos_of_ne_one hb hb1
    exact ⟨lt_of_lt_of_le (by positivity) (gap_bounds hb).1, isLeast_eigenvalue ha hb⟩
  · have hlow : Tendsto (fun b : ℝ => 3 / 16 / (1 + 3 / 16 * Real.log b ^ 2))
        (𝓝[≠] 1) (𝓝 (3 / 16)) := by
      have hl : ContinuousAt Real.log 1 := Real.continuousAt_log one_ne_zero
      have hc : ContinuousAt (fun b : ℝ => 3 / 16 / (1 + 3 / 16 * Real.log b ^ 2)) 1 :=
        continuousAt_const.div
          (continuousAt_const.add (continuousAt_const.mul (hl.pow 2))) (by simp)
      have h := hc.tendsto.mono_left (nhdsWithin_le_nhds (s := {1}ᶜ))
      convert h using 2
      simp
    -- squeeze between the two bounds
    have hev : ∀ᶠ b : ℝ in 𝓝[≠] 1, 0 < b ∧ 0 < Real.log b ^ 2 := by
      filter_upwards [self_mem_nhdsWithin,
        mem_nhdsWithin_of_mem_nhds (Ioi_mem_nhds (zero_lt_one : (0 : ℝ) < 1))] with b hb1 hb
      have hL : Real.log b ≠ 0 := Real.log_ne_zero_of_pos_of_ne_one hb hb1
      exact ⟨hb, by positivity⟩
    refine tendsto_of_tendsto_of_tendsto_of_le_of_le' hlow tendsto_const_nhds ?_ ?_
    · filter_upwards [hev] with b hb
      rw [le_div_iff₀ hb.2, div_mul_eq_mul_div]
      exact (gap_bounds hb.1).1
    · filter_upwards [hev] with b hb
      rw [div_le_iff₀ hb.2]
      exact (gap_bounds hb.1).2

end

end GaussianNearDependence
```

```lean
#print axioms GaussianNearDependence.ratioOverlap_eq_cosh
#print axioms GaussianNearDependence.near_linear_dependence
```

```
'GaussianNearDependence.ratioOverlap_eq_cosh' depends on axioms: [propext, Classical.choice, Quot.sound]
'GaussianNearDependence.near_linear_dependence' depends on axioms: [propext, Classical.choice, Quot.sound]
```
